# Every density matrix has flat populations in some orthonormal basis

For every density matrix \(\rho\) on \(\mathbb C^n\) there is a unitary \(U\) such that

\[
(U\rho U^*)_{ii}=\frac1n\qquad\text{for every } i .
\]

One such \(U\) is \(FV\), where \(V\) is a unitary for which \(V\rho V^*\) is diagonal and \(F\) is the discrete Fourier matrix, normalised to be unitary. For \(n\ge2\), uniform populations in one basis therefore do not prove that a state is maximally mixed: even a pure state has a basis in which they are uniform.

## States, populations and coherence weight

Indices run from \(0\) to \(n-1\), as in `Fin n`. The populations of a matrix are its diagonal entries, and \({}^*\) is the conjugate transpose, written `ᴴ` or `star` in Lean.

```lean
import Mathlib

open Matrix
open scoped ComplexOrder

namespace FlatPopulations

noncomputable section

variable {n : ℕ}
```

`IsDensity` contains the two conditions on a state, positivity and unit trace.

```lean
/-- A density matrix: positive semidefinite with unit trace. -/
def IsDensity (ρ : Matrix (Fin n) (Fin n) ℂ) : Prop :=
  ρ.PosSemidef ∧ ρ.trace = 1
```

With \(\omega=e^{2\pi i/n}\), called `phase n`, the Fourier matrix is \(F_{jk}=\omega^{jk}/\sqrt n\).

```lean
/-- The elementary phase factor `exp(2πi/n)`. -/
def phase (n : ℕ) : ℂ := Complex.exp (2 * Real.pi * Complex.I / n)

/-- The discrete Fourier matrix, with entries `exp(2πi/n)^(jk) / √n`. -/
def fourier (n : ℕ) : Matrix (Fin n) (Fin n) ℂ :=
  Matrix.of fun j k => phase n ^ (j.val * k.val) / ((Real.sqrt n : ℝ) : ℂ)
```

The coherence weight \(C(A)=\sum_{i\ne j}|A_{ij}|^2\) counts both \((i,j)\) and \((j,i)\). Other measures of coherence are not treated.

```lean
/-- The coherence weight: the sum of the squared moduli of all off-diagonal entries. -/
def coherenceWeight (A : Matrix (Fin n) (Fin n) ℂ) : ℝ :=
  ∑ i, ∑ j, if i = j then 0 else ‖A i j‖ ^ 2
```

## At least one level

Physically, \(n\ge1\) says that the system has a state to be in. By hand it is needed to form \(\omega\) and \(1/n\). Since \(\omega^n=1\), we have \(|\omega|=1\), and hence \(|F_{jk}|^2=1/n\).

```lean
/-- The elementary phase factor has modulus one. -/
theorem phase_norm (hn : n ≠ 0) : ‖phase n‖ = 1 := by
  have h : phase n ^ n = 1 := (Complex.isPrimitiveRoot_exp n hn).pow_eq_one
  exact (pow_eq_one_iff_of_nonneg (norm_nonneg _) hn).1 (by rw [← norm_pow, h, norm_one])

/-- Every entry of the Fourier matrix has squared modulus `1/n`. -/
theorem fourier_norm_sq (j k : Fin n) : ‖fourier n j k‖ ^ 2 = 1 / (n : ℝ) := by
  have hn : n ≠ 0 := by have := j.isLt; omega
  simp only [fourier, Matrix.of_apply, norm_div, norm_pow, phase_norm hn, one_pow,
    Complex.norm_real, Real.norm_eq_abs, div_pow, sq_abs]
  rw [Real.sq_sqrt (Nat.cast_nonneg n)]
```

For unitarity, put \(z=\omega^j\bar\omega^k\). The overlap of rows \(j\) and \(k\) is

\[
(FF^*)_{jk}=\frac1n\sum_{l=0}^{n-1}z^l .
\]

If \(j=k\), then \(z=1\) and the overlap is \(1\). If \(j\neq k\), then \(z\ne1\), because the powers \(\omega^0,\dots,\omega^{n-1}\) are distinct. But \(z^n=1\), so \((z-1)\sum_l z^l=z^n-1=0\) and the overlap vanishes.

In the proof, `entry` and `hsum` produce the geometric sum, `prim.pow_inj` gives \(z\neq1\), and `mul_geom_sum` finishes the case of different rows.

```lean
/-- The discrete Fourier matrix is unitary. -/
theorem fourier_unitary (n : ℕ) : fourier n ∈ unitaryGroup (Fin n) ℂ := by
  rw [Matrix.mem_unitaryGroup_iff]
  ext j k
  have hn : n ≠ 0 := by have := j.isLt; omega
  have prim : IsPrimitiveRoot (phase n) n := Complex.isPrimitiveRoot_exp n hn
  have hp : phase n ^ n = 1 := prim.pow_eq_one
  have hp' : (starRingEnd ℂ (phase n)) ^ n = 1 := by rw [← map_pow, hp, map_one]
  have hc : phase n * starRingEnd ℂ (phase n) = 1 := by
    rw [Complex.mul_conj, Complex.normSq_eq_norm_sq, phase_norm hn]; norm_num
  have hs : ((Real.sqrt n : ℝ) : ℂ) * ((Real.sqrt n : ℝ) : ℂ) = n := by
    rw [← Complex.ofReal_mul, Real.mul_self_sqrt (Nat.cast_nonneg n)]; simp
  obtain ⟨z, hz⟩ : ∃ z, z = phase n ^ j.val * (starRingEnd ℂ (phase n)) ^ k.val := ⟨_, rfl⟩
  -- the overlap of two rows is a geometric sum in `z`
  have entry : ∀ l : Fin n, fourier n j l * star (fourier n k l) = z ^ l.val / n := by
    intro l
    simp only [fourier, Matrix.of_apply, Complex.star_def, map_div₀, map_pow,
      Complex.conj_ofReal]
    rw [div_mul_div_comm, hs, hz, mul_pow, ← pow_mul, ← pow_mul]
  have hsum : (fourier n * star (fourier n)) j k = (∑ l ∈ Finset.range n, z ^ l) / n := by
    rw [Matrix.mul_apply, ← Fin.sum_univ_eq_sum_range (fun l => z ^ l) n, Finset.sum_div]
    exact Finset.sum_congr rfl fun l _ => entry l
  rw [hsum]
  by_cases hjk : j = k
  · subst hjk
    have hz1 : z = 1 := by rw [hz, ← mul_pow, hc, one_pow]
    simp [hz1, hn]
  · have hzn : z ^ n = 1 := by
      calc z ^ n = (phase n ^ n) ^ j.val * ((starRingEnd ℂ (phase n)) ^ n) ^ k.val := by
            rw [hz]; ring
        _ = 1 := by rw [hp, hp']; simp
    have hz1 : z ≠ 1 := by
      intro h
      apply hjk
      apply Fin.ext
      apply prim.pow_inj j.isLt k.isLt
      calc phase n ^ j.val
          = phase n ^ j.val * (phase n * starRingEnd ℂ (phase n)) ^ k.val := by
            rw [hc, one_pow, mul_one]
        _ = z * phase n ^ k.val := by rw [hz]; ring
        _ = phase n ^ k.val := by rw [h, one_mul]
    have hg := mul_geom_sum z n
    rw [hzn, sub_self] at hg
    rw [(mul_eq_zero.1 hg).resolve_left (sub_ne_zero.2 hz1), Matrix.one_apply_ne hjk, zero_div]
```

Only `phase_norm` takes \(n\neq0\) as an explicit hypothesis. Elsewhere it follows from the existence of an index or from unit trace. Without it there is no state to flatten, since the empty matrix has trace \(0\).

## Equal squared moduli

The number \(|W_{ij}|^2\) is the weight with which level \(j\) contributes to the new population \(i\); for unitary \(W\) it is a transition probability. For \(D=\operatorname{diag}(d_0,\dots,d_{n-1})\),

\[
(WDW^*)_{ii}=\sum_j W_{ij}d_j\overline{W_{ij}}=\sum_j|W_{ij}|^2d_j .
\]

```lean
/-- The diagonal entries of `W diag(d) W*` are the sums of `d j` weighted by `|W i j|²`. -/
theorem population_formula (W : Matrix (Fin n) (Fin n) ℂ) (d : Fin n → ℂ) (i : Fin n) :
    (W * diagonal d * Wᴴ) i i = ∑ j, ((‖W i j‖ ^ 2 : ℝ) : ℂ) * d j := by
  rw [Matrix.mul_apply]
  refine Finset.sum_congr rfl fun j _ => ?_
  rw [Matrix.mul_diagonal, Matrix.conjTranspose_apply, Complex.star_def,
    ← Complex.normSq_eq_norm_sq, ← Complex.mul_conj]
  ring
```

If every weight is \(1/n\) and the \(d_j\) are probabilities, the result is \(1/n\). Conversely, suppose that \(W\) flattens every diagonal state. Putting all the population in level \(j\) gives \(|W_{ij}|^2=1/n\) for every \(i\). The two directions of the proof are these two arguments, with `Finset.sum_eq_single` isolating the occupied level.

```lean
/-- A matrix `W` flattens the populations of every diagonal state exactly when all its
entries have squared modulus `1/n`. -/
theorem flattens_iff_unbiased (W : Matrix (Fin n) (Fin n) ℂ) :
    (∀ p : Fin n → ℝ, (∀ j, 0 ≤ p j) → ∑ j, p j = 1 →
      ∀ i, (W * diagonal (fun j => (p j : ℂ)) * Wᴴ) i i = 1 / (n : ℂ)) ↔
    ∀ i j, ‖W i j‖ ^ 2 = 1 / (n : ℝ) := by
  constructor
  · intro h i j
    -- test on the state with all its population in level `j`
    have h1 := (population_formula W _ i).symm.trans
      (h (fun k => if k = j then 1 else 0) (by intro k; split_ifs <;> norm_num)
        (by simp) i)
    have key : ∑ k, ((‖W i k‖ ^ 2 : ℝ) : ℂ) * ((if k = j then (1 : ℝ) else 0 : ℝ) : ℂ)
        = ((‖W i j‖ ^ 2 : ℝ) : ℂ) := by
      rw [Finset.sum_eq_single j]
      · simp
      · intro b _ hb
        simp [hb]
      · simp
    have h2 := key.symm.trans h1
    apply Complex.ofReal_injective
    push_cast at h2 ⊢
    exact h2
  · intro hW p _ hp i
    rw [population_formula]
    simp_rw [hW]
    rw [← Finset.mul_sum, ← Complex.ofReal_sum, hp]
    simp
```

If the entries of a unitary \(W\) do not all have the same modulus, some diagonal state stays uneven: for \(n=2\), the identity leaves populations \((1,0)\) as they are. The equivalence does not require \(W\) to be unitary. The matrix with all entries \(1/\sqrt n\) satisfies both of its sides, although for \(n\geq2\) it is singular and is no change of basis. The Fourier matrix satisfies them and is also unitary.

## Hermiticity

A Hermitian matrix represents an observable with real values; a density matrix is Hermitian because it is positive semidefinite. By hand, Hermiticity supplies the spectral decomposition \(A=QDQ^*\) with \(Q\) unitary and \(D\) real diagonal. Setting \(V=Q^*\) gives \(VAV^*=D\).

In Lean the decomposition is `hA.spectral_theorem`, and the local lemma `cancel` removes the factors \(Q^*Q=1\).

```lean
/-- Every Hermitian matrix is brought to real diagonal form by a unitary. -/
theorem exists_diagonalising (A : Matrix (Fin n) (Fin n) ℂ) (hA : A.IsHermitian) :
    ∃ V ∈ unitaryGroup (Fin n) ℂ, ∃ d : Fin n → ℝ,
      V * A * Vᴴ = diagonal (fun i => (d i : ℂ)) := by
  have cancel : ∀ U D B : Matrix (Fin n) (Fin n) ℂ, star U * U = 1 → B = U * D * star U →
      star U * B * (star U)ᴴ = D := by
    intro U D B hU hB
    rw [hB, ← Matrix.star_eq_conjTranspose, star_star]
    calc star U * (U * D * star U) * U = (star U * U) * D * (star U * U) := by
          simp only [Matrix.mul_assoc]
      _ = D := by rw [hU, Matrix.one_mul, Matrix.mul_one]
  have h := hA.spectral_theorem
  rw [Unitary.conjStarAlgAut_apply] at h
  exact ⟨star hA.eigenvectorUnitary.1, (star hA.eigenvectorUnitary).2, hA.eigenvalues,
    cancel _ _ _ (Matrix.mem_unitaryGroup_iff'.1 hA.eigenvectorUnitary.2) h⟩
```

Since \((FV)A(FV)^*=FDF^*\), the population formula gives

\[
\bigl((FV)A(FV)^*\bigr)_{ii}=\frac1n\sum_jd_j=\frac{\operatorname{tr}A}{n}.
\]

The last equality uses \(\operatorname{tr}D=\operatorname{tr}(VAV^*)=\operatorname{tr}(V^*VA)=\operatorname{tr}A\). These steps appear as `hsplit`, `population_formula` and `htr`. The theorem provides one \(V\) that both diagonalises \(A\) and, followed by \(F\), flattens it.

```lean
/-- For Hermitian `A` some unitary `V` makes `V A V*` diagonal, and following it by the
Fourier matrix makes every diagonal entry equal to `tr A / n`. -/
theorem fourier_flattens_hermitian (A : Matrix (Fin n) (Fin n) ℂ) (hA : A.IsHermitian) :
    ∃ V ∈ unitaryGroup (Fin n) ℂ, (V * A * Vᴴ).IsDiag ∧
      ∀ i, ((fourier n * V) * A * (fourier n * V)ᴴ) i i = A.trace / n := by
  obtain ⟨V, hV, d, hd⟩ := exists_diagonalising A hA
  refine ⟨V, hV, by rw [hd]; exact Matrix.isDiag_diagonal _, fun i => ?_⟩
  have htr : A.trace = ∑ j, (d j : ℂ) := by
    rw [← Matrix.trace_diagonal, ← hd, Matrix.trace_mul_cycle, ← Matrix.star_eq_conjTranspose,
      Matrix.mem_unitaryGroup_iff'.1 hV, Matrix.one_mul]
  have hsplit : (fourier n * V) * A * (fourier n * V)ᴴ
      = fourier n * (V * A * Vᴴ) * (fourier n)ᴴ := by
    simp only [Matrix.conjTranspose_mul, Matrix.mul_assoc]
  -- the Fourier matrix averages the eigenvalues with equal weights
  rw [hsplit, hd, population_formula, htr]
  simp_rw [fourier_norm_sq]
  rw [← Finset.mul_sum]
  push_cast
  ring
```

Without Hermiticity this route can fail. The matrix \(\begin{pmatrix}0&1\\0&0\end{pmatrix}\) cannot be diagonalised by a unitary, although its diagonal is already flat.

## Unit trace and positivity

Unit trace says that the populations add up to one. By hand it turns \(\operatorname{tr}\rho/n\) into \(1/n\); in the proof this is the rewrite with `hρ.2`. Without it the common value is \(\operatorname{tr}A/n\).

Positivity makes the populations non-negative in every basis, so that they can be read as probabilities. The proof uses it only through `hρ.1.isHermitian`. Without it the averaging still works: \(\operatorname{diag}(2,-1)\) acquires the diagonal \((1/2,1/2)\), but it is not a state.

```lean
/-- For every density matrix there is a unitary change of basis after which all `n`
populations equal `1/n`. -/
theorem exists_flat_populations (ρ : Matrix (Fin n) (Fin n) ℂ) (hρ : IsDensity ρ) :
    ∃ U ∈ unitaryGroup (Fin n) ℂ, ∀ i, (U * ρ * Uᴴ) i i = 1 / (n : ℂ) := by
  obtain ⟨V, hV, _, h⟩ := fourier_flattens_hermitian ρ hρ.1.isHermitian
  refine ⟨fourier n * V, mul_mem (fourier_unitary n) hV, fun i => ?_⟩
  rw [h i, hρ.2]
```

The unitary may depend on \(\rho\). For \(n\ge2\) no single \(U\) serves all states, since the pure state along \(U^*e_0\), with \(e_0\) the first basis vector, is sent to a single level. The theorem also leaves open which Hamiltonian or pulse sequence would realise \(U\).

## Unitarity of the change of basis

From here on \(V\) is any unitary, not necessarily one that diagonalises \(\rho\). It preserves total probability and the purity \(\operatorname{tr}\rho^2\). Both facts enter the calculation of how much coherence a basis can show. Let \(B=V\rho V^*\). Because \(V^*V=1\) and \(\rho^*=\rho\),

\[
\sum_{i,j}|B_{ij}|^2=\operatorname{tr}(BB^*)=\operatorname{tr}(V\rho^2V^*)=\operatorname{tr}\rho^2 ,
\]

so \(C(B)=\operatorname{tr}\rho^2-\sum_i|B_{ii}|^2\). Because \(\operatorname{tr}B=1\),

\[
\sum_i\left|B_{ii}-\frac1n\right|^2
=\sum_i|B_{ii}|^2-\frac2n\sum_i\operatorname{Re}B_{ii}+\frac1n
=\sum_i|B_{ii}|^2-\frac1n .
\]

Substitution gives

\[
C(B)=\operatorname{tr}\rho^2-\frac1n-\sum_i\left|B_{ii}-\frac1n\right|^2 .
\]

In the proof, `htot` is the purity identity, `hsplit` separates the diagonal, and `hdev` is the deviation formula; `linarith` combines them. The purity appears as `(ρ * ρ).trace.re` because Lean's trace is a complex number.

```lean
/-- In any basis the coherence weight of a state is its purity minus `1/n`, minus the squared
deviation of the populations from `1/n`. -/
theorem coherenceWeight_eq (ρ V : Matrix (Fin n) (Fin n) ℂ) (hρ : IsDensity ρ)
    (hV : V ∈ unitaryGroup (Fin n) ℂ) :
    coherenceWeight (V * ρ * Vᴴ) = (ρ * ρ).trace.re - 1 / n
      - ∑ i, ‖(V * ρ * Vᴴ) i i - 1 / (n : ℂ)‖ ^ 2 := by
  have hn : (n : ℝ) ≠ 0 := by
    have h := hρ.2
    rintro h0
    have h0' : n = 0 := by exact_mod_cast h0
    subst h0'
    simp [Matrix.trace] at h
  have hVV : Vᴴ * V = 1 := Matrix.mem_unitaryGroup_iff'.1 hV
  have htr : ∀ M : Matrix (Fin n) (Fin n) ℂ, (V * M * Vᴴ).trace = M.trace := fun M => by
    rw [Matrix.trace_mul_cycle, hVV, Matrix.one_mul]
  have hsq : (V * ρ * Vᴴ) * (V * ρ * Vᴴ)ᴴ = V * (ρ * ρ) * Vᴴ := by
    rw [Matrix.conjTranspose_mul, Matrix.conjTranspose_mul, Matrix.conjTranspose_conjTranspose,
      hρ.1.isHermitian.eq]
    calc V * ρ * Vᴴ * (V * (ρ * Vᴴ)) = V * ρ * (Vᴴ * V) * (ρ * Vᴴ) := by
          simp only [Matrix.mul_assoc]
      _ = V * (ρ * ρ) * Vᴴ := by rw [hVV, Matrix.mul_one]; simp only [Matrix.mul_assoc]
  have hpur := congrArg Complex.re ((congrArg Matrix.trace hsq).trans (htr (ρ * ρ)))
  have hone := congrArg Complex.re ((htr ρ).trans hρ.2)
  generalize V * ρ * Vᴴ = B at hpur hone ⊢
  -- the squared moduli of all entries add up to the purity
  have htot : ∑ i, ∑ j, ‖B i j‖ ^ 2 = (ρ * ρ).trace.re := by
    rw [← hpur]
    simp only [Matrix.trace, Matrix.diag_apply, Matrix.mul_apply, Matrix.conjTranspose_apply,
      Complex.re_sum]
    refine Finset.sum_congr rfl fun i _ => Finset.sum_congr rfl fun j _ => ?_
    rw [Complex.star_def, Complex.mul_conj, Complex.ofReal_re, Complex.normSq_eq_norm_sq]
  have hsplit : coherenceWeight B + ∑ i, ‖B i i‖ ^ 2 = ∑ i, ∑ j, ‖B i j‖ ^ 2 := by
    rw [coherenceWeight, ← Finset.sum_add_distrib]
    refine Finset.sum_congr rfl fun i _ => ?_
    have hi : ‖B i i‖ ^ 2 = ∑ j, if i = j then ‖B i j‖ ^ 2 else 0 := by simp
    rw [hi, ← Finset.sum_add_distrib]
    refine Finset.sum_congr rfl fun j _ => ?_
    split_ifs <;> simp
  -- the spread of the populations around their mean
  have hpt : ∀ i, ‖B i i - 1 / (n : ℂ)‖ ^ 2
      = ‖B i i‖ ^ 2 - 2 * (1 / n) * (B i i).re + (1 / (n : ℝ)) ^ 2 := by
    intro i
    have hc : 1 / (n : ℂ) = ((1 / n : ℝ) : ℂ) := by simp
    rw [hc, ← Complex.normSq_eq_norm_sq, ← Complex.normSq_eq_norm_sq, Complex.normSq_apply,
      Complex.normSq_apply, Complex.sub_re, Complex.sub_im, Complex.ofReal_re, Complex.ofReal_im]
    ring
  have hre : ∑ i, (B i i).re = 1 := by
    simpa [Matrix.trace, Complex.re_sum] using hone
  have hdev : ∑ i, ‖B i i - 1 / (n : ℂ)‖ ^ 2 = ∑ i, ‖B i i‖ ^ 2 - 1 / n := by
    simp_rw [hpt]
    rw [Finset.sum_add_distrib, Finset.sum_sub_distrib, ← Finset.mul_sum, hre,
      Finset.sum_const, Finset.card_univ, Fintype.card_fin, nsmul_eq_mul]
    field_simp
    ring
  linarith
```

The subtracted sum is non-negative and vanishes exactly when every population is \(1/n\). Hence \(C(B)\le\operatorname{tr}\rho^2-1/n\), with equality exactly for flat populations. Since a flattening unitary exists, the bound is attained.

```lean
/-- Over all bases the coherence weight of a state is at most its purity minus `1/n`, with
equality exactly when all populations equal `1/n`. -/
theorem coherenceWeight_le_and_eq_iff (ρ V : Matrix (Fin n) (Fin n) ℂ) (hρ : IsDensity ρ)
    (hV : V ∈ unitaryGroup (Fin n) ℂ) :
    coherenceWeight (V * ρ * Vᴴ) ≤ (ρ * ρ).trace.re - 1 / n ∧
      (coherenceWeight (V * ρ * Vᴴ) = (ρ * ρ).trace.re - 1 / n ↔
        ∀ i, (V * ρ * Vᴴ) i i = 1 / (n : ℂ)) := by
  have h := coherenceWeight_eq ρ V hρ hV
  have h0 : 0 ≤ ∑ i, ‖(V * ρ * Vᴴ) i i - 1 / (n : ℂ)‖ ^ 2 :=
    Finset.sum_nonneg fun i _ => sq_nonneg _
  refine ⟨by linarith, fun he i => ?_, fun hflat => ?_⟩
  · have hz : ∑ i, ‖(V * ρ * Vᴴ) i i - 1 / (n : ℂ)‖ ^ 2 = 0 := by linarith
    have hi := (Finset.sum_eq_zero_iff_of_nonneg (fun i _ => sq_nonneg _)).1 hz i
      (Finset.mem_univ i)
    exact sub_eq_zero.1 (norm_eq_zero.1 (pow_eq_zero_iff two_ne_zero |>.1 hi))
  · have hz : ∑ i, ‖(V * ρ * Vᴴ) i i - 1 / (n : ℂ)‖ ^ 2 = 0 :=
      Finset.sum_eq_zero fun i _ => by rw [hflat i, sub_self, norm_zero]; norm_num
    linarith

end

end FlatPopulations
```

```lean
#print axioms FlatPopulations.flattens_iff_unbiased
-- 'FlatPopulations.flattens_iff_unbiased' depends on axioms: [propext, Classical.choice, Quot.sound]
#print axioms FlatPopulations.exists_flat_populations
-- 'FlatPopulations.exists_flat_populations' depends on axioms: [propext, Classical.choice, Quot.sound]
#print axioms FlatPopulations.coherenceWeight_le_and_eq_iff
-- 'FlatPopulations.coherenceWeight_le_and_eq_iff' depends on axioms: [propext, Classical.choice, Quot.sound]
```

Without unitarity the bound can fail. If \(V\) flattens a pure qubit state, the coherence weight is \(1/2\); replacing \(V\) by \(2V\) multiplies it by \(16\), to \(8\), while the bound remains \(1/2\).

## A qubit with unequal populations

Take

\[
\rho=\begin{pmatrix}0.65&0.20\\0.20&0.35\end{pmatrix},\qquad
V=\frac1{\sqrt5}\begin{pmatrix}2&1\\1&-2\end{pmatrix},\qquad
F=\frac1{\sqrt2}\begin{pmatrix}1&1\\1&-1\end{pmatrix}.
\]

Then \(V\rho V^*=\operatorname{diag}(0.75,0.25)\), and

\[
FV=\frac1{\sqrt{10}}\begin{pmatrix}3&-1\\1&3\end{pmatrix},\qquad
(FV)\rho(FV)^*=\begin{pmatrix}0.50&0.25\\0.25&0.50\end{pmatrix}.
\]

The coherence weight rises from \(2(0.20)^2=0.08\) to \(2(0.25)^2=0.125\). This is the maximum, since \(\operatorname{tr}\rho^2-1/2=0.625-0.5=0.125\).

## Normal matrices

The same averaging argument applies to a normal matrix \(A\), one with \(AA^*=A^*A\). A unitary \(V\) still diagonalises it, now with complex eigenvalues, which `population_formula` already allows. The diagonal entries of \((FV)A(FV)^*\) are again all \(\operatorname{tr}A/n\). This covers unitary time-evolution operators in finite dimension; the Lean theorem itself is stated for Hermitian matrices.
